# The expected squared modulus of an average over M independent EXAFS snapshots of unit waves is |c|² + (1 − |c|²)/M

A run of $M$ snapshots is modelled as a function $\omega$ that assigns to each snapshot $m$ one configuration $\omega_m$ from a finite set, with repetition allowed. Configuration $i$ has weight $p_i$, and the run has the product weight $\prod_m p_{\omega_m}$. This product is what independence means here, and every expectation is a finite sum over all runs. In the title, $c$ is the average of the unit waves over all configurations, taken with the weights $p_i$, which sum to one.

In Lean the set of configurations is the finite type `ι`, a run is `ω : Fin M → ι`, and the weights are `p : ι → ℝ`. The normalisation $\sum_i p_i = 1$ is not built into `p`; it enters the theorems as the hypothesis `hp`.

```lean
import Mathlib

open Finset

namespace EXAFSSnapshots

noncomputable section

variable {ι : Type*} [Fintype ι] {p : ι → ℝ}
```

## Waves, averages and runs

In extended X-ray absorption fine structure (EXAFS), an atom absorbs an X-ray photon and emits a photoelectron, which neighbouring atoms partly scatter back. A photoelectron of wavenumber $k$ that travels to a neighbour at distance $d$ and back gains the phase $2kd$. Its backscattered wave is taken with unit amplitude, $e^{2ikd}$.

```lean
/-- The backscattered wave `exp(2ikd)` for wavenumber `k` and distance `d`. -/
def wave (k d : ℝ) : ℂ := Complex.exp (((2 * k * d : ℝ) : ℂ) * Complex.I)
```

A real observable $x$ with value $x_i$ in configuration $i$ has the average $\langle x\rangle = \sum_i p_i x_i$.

```lean
/-- The average of an observable `x` over configurations with weights `p`. -/
def mean (p x : ι → ℝ) : ℝ := ∑ i, p i * x i
```

If configuration $i$ has the distance $r_i$, the fully averaged signal is $c(k) = \sum_i p_i e^{2ikr_i}$. This signal is complex, whereas the EXAFS spectrum is real: it is the imaginary part of such an average once scattering amplitudes and phase shifts are included. The modulus $|c|$ therefore corresponds to the amplitude of the oscillation, not to its value at $k$.

```lean
/-- The full signal `c(k)`: the weighted average of the waves from all distances. -/
def signal (p r : ι → ℝ) (k : ℝ) : ℂ := ∑ i, (p i : ℂ) * wave k (r i)
```

A run gives instead the estimate
$$c_M(\omega) = \frac1M \sum_m e^{2ikr_{\omega_m}}.$$

```lean
/-- The average wave of the `M` snapshots in the run `ω`, for `M ≥ 1`. -/
def snapshotSignal {M : ℕ} (r : ι → ℝ) (k : ℝ) (ω : Fin M → ι) : ℂ :=
  (∑ m, wave k (r (ω m))) / (M : ℂ)
```

The expectation of a real quantity $F$ that depends on the run is
$$E[F] = \sum_\omega \Big(\prod_m p_{\omega_m}\Big) F(\omega).$$

```lean
/-- The expectation of `F` over runs of `M` independent snapshots, each drawn with weights `p`. -/
def snapshotMean {M : ℕ} (p : ι → ℝ) (F : (Fin M → ι) → ℝ) : ℝ :=
  ∑ ω, (∏ m, p (ω m)) * F ω
```

## Two snapshots factorise unless they are the same one

Take observables $x$ and $y$ and read them at snapshots $a$ and $b$. The weight times $x_{\omega_a} y_{\omega_b}$ is a product with one factor per snapshot, so the sum over runs splits:
$$\sum_\omega \prod_m g_m(\omega_m) = \prod_m \sum_i g_m(i).$$
Here $g_m(i)$ is $p_i$, multiplied by $x_i$ if $m=a$ and by $y_i$ if $m=b$. Every snapshot other than $a$ and $b$ contributes $\sum_i p_i = 1$. What remains is
$$E[x_{\omega_a} y_{\omega_b}] = \begin{cases}\langle xy\rangle & a=b,\\ \langle x\rangle\langle y\rangle & a\neq b.\end{cases}$$

In the proof, `hprod` absorbs the observables into the product, `hswap` exchanges sum and product, and `hfac` evaluates the factor of each snapshot in the two cases.

```lean
/-- For weights that sum to one, observables of two different snapshots are uncorrelated;
for the same snapshot the expectation is the average of their product. -/
theorem snapshotMean_pair (hp : ∑ i, p i = 1) {M : ℕ} (a b : Fin M) (x y : ι → ℝ) :
    snapshotMean p (fun ω => x (ω a) * y (ω b)) =
      if a = b then mean p (fun i => x i * y i) else mean p x * mean p y := by
  have hswap : ∀ g : Fin M → ι → ℝ,
      ∑ ω : Fin M → ι, ∏ m, g m (ω m) = ∏ m, ∑ i, g m i := by
    intro g
    rw [Finset.prod_univ_sum, Fintype.piFinset_univ]
  -- absorb both observables into the product over snapshots
  have hprod : ∀ ω : Fin M → ι, (∏ m, p (ω m)) * (x (ω a) * y (ω b)) =
      ∏ m, p (ω m) * ((if m = a then x (ω m) else 1) * (if m = b then y (ω m) else 1)) := by
    intro ω
    simp only [Finset.prod_mul_distrib, Finset.prod_ite_eq', Finset.mem_univ, if_true]
  simp only [snapshotMean, hprod]
  refine (hswap (fun m i =>
    p i * ((if m = a then x i else 1) * (if m = b then y i else 1)))).trans ?_
  by_cases hab : a = b
  · subst hab
    have hfac : ∀ m, ∑ i, p i * ((if m = a then x i else 1) * (if m = a then y i else 1)) =
        if m = a then mean p (fun i => x i * y i) else 1 := by
      intro m
      by_cases h : m = a <;> simp [h, hp, mean]
    simp only [hfac]
    simp
  · have hfac : ∀ m, ∑ i, p i * ((if m = a then x i else 1) * (if m = b then y i else 1)) =
        (if m = a then mean p x else 1) * (if m = b then mean p y else 1) := by
      intro m
      by_cases ha : m = a
      · simp [ha, hab, mean]
      · by_cases hb : m = b
        · simp [hb, Ne.symm hab, mean]
        · simp [ha, hb, hp]
    simp only [hfac, Finset.prod_mul_distrib, Finset.prod_ite_eq', Finset.mem_univ, if_true,
      if_neg hab]
```

## The second moment of a sum of draws

Expanding the square gives $M$ diagonal terms and $M(M-1)$ terms with $a\neq b$:
$$E\Big[\Big(\sum_m x_{\omega_m}\Big)^2\Big] = M\langle x^2\rangle + M(M-1)\langle x\rangle^2.$$

The code writes both cases of the previous lemma as one expression, $\langle x\rangle^2 + \delta_{ab}(\langle x^2\rangle - \langle x\rangle^2)$. The first step of the `calc` block moves the double sum over $a$ and $b$ outside the expectation, and the second carries out that sum.

```lean
/-- For weights that sum to one, the second moment of a sum over `M` snapshots has `M` diagonal
terms and `M(M-1)` uncorrelated pair terms. -/
theorem snapshotMean_sum_sq (hp : ∑ i, p i = 1) {M : ℕ} (x : ι → ℝ) :
    snapshotMean p (fun ω : Fin M → ι => (∑ m, x (ω m)) ^ 2) =
      M * mean p (fun i => x i ^ 2) + M * (M - 1) * mean p x ^ 2 := by
  have h : ∀ a b : Fin M, snapshotMean p (fun ω => x (ω a) * x (ω b)) =
      mean p x ^ 2 + if a = b then mean p (fun i => x i ^ 2) - mean p x ^ 2 else 0 := by
    intro a b
    rw [snapshotMean_pair hp a b x x]
    by_cases hab : a = b
    · simp only [if_pos hab, pow_two]
      ring
    · simp only [if_neg hab]
      ring
  calc snapshotMean p (fun ω : Fin M → ι => (∑ m, x (ω m)) ^ 2)
      = ∑ a : Fin M, ∑ b : Fin M, snapshotMean p (fun ω => x (ω a) * x (ω b)) := by
        simp only [snapshotMean, pow_two, Finset.sum_mul_sum]
        simp only [Finset.mul_sum]
        refine Finset.sum_comm.trans ?_
        exact Finset.sum_congr rfl fun a _ => Finset.sum_comm
    _ = _ := by
        simp only [h, Finset.sum_add_distrib, Finset.sum_ite_eq, Finset.mem_univ, if_true,
          Finset.sum_const, Finset.card_univ, Fintype.card_fin, nsmul_eq_mul]
        ring
```

## From complex waves to cosines and sines

Because the weights are real, the real and imaginary parts of $c(k)$ are averages of real observables:
$$|c|^2 = \langle\cos 2kr\rangle^2 + \langle\sin 2kr\rangle^2.$$

```lean
/-- The squared modulus of the signal is the sum of its squared cosine and sine averages. -/
theorem signal_norm_sq (p r : ι → ℝ) (k : ℝ) :
    ‖signal p r k‖ ^ 2 = mean p (fun i => Real.cos (2 * k * r i)) ^ 2 +
      mean p (fun i => Real.sin (2 * k * r i)) ^ 2 := by
  rw [signal, Complex.sq_norm, Complex.normSq_apply, Complex.re_sum, Complex.im_sum]
  simp only [wave, Complex.re_ofReal_mul, Complex.im_ofReal_mul,
    Complex.exp_ofReal_mul_I_re, Complex.exp_ofReal_mul_I_im, mean]
  ring
```

## The finite-sample formula

The same split for a run gives
$$|c_M|^2 = \frac{1}{M^2}\Big[\Big(\sum_m \cos 2kr_{\omega_m}\Big)^2 + \Big(\sum_m \sin 2kr_{\omega_m}\Big)^2\Big].$$
Apply the second-moment formula to each square. The diagonal terms combine through $\langle\cos^2 2kr\rangle + \langle\sin^2 2kr\rangle = \sum_i p_i = 1$, and the others give $|c|^2$:
$$E\big[|c_M|^2\big] = \frac{M + M(M-1)|c|^2}{M^2} = |c|^2 + \frac{1-|c|^2}{M}.$$

`expected_sq_modulus` states this for every $M\geq 1$, every real $k$ and all real distances, with weights that sum to one; it does not need them to be nonnegative. Within the proof, `hn` is the split into cosines and sines, `hlin` is the linearity of the expectation, and `hone` is the diagonal identity. After substitution, `field_simp` and `ring` finish the algebra.

```lean
/-- For weights that sum to one and `M ≥ 1` independent snapshots, the expected squared modulus
of the snapshot average is `|c|² + (1 - |c|²)/M`. -/
theorem expected_sq_modulus (hp : ∑ i, p i = 1) {M : ℕ} (hM : 0 < M) (r : ι → ℝ) (k : ℝ) :
    snapshotMean p (fun ω : Fin M → ι => ‖snapshotSignal r k ω‖ ^ 2) =
      ‖signal p r k‖ ^ 2 + (1 - ‖signal p r k‖ ^ 2) / M := by
  have hM' : (M : ℝ) ≠ 0 := Nat.cast_ne_zero.mpr hM.ne'
  have hn : ∀ ω : Fin M → ι, ‖snapshotSignal r k ω‖ ^ 2 =
      ((∑ m, Real.cos (2 * k * r (ω m))) ^ 2 +
        (∑ m, Real.sin (2 * k * r (ω m))) ^ 2) / (M : ℝ) ^ 2 := by
    intro ω
    rw [snapshotSignal, norm_div, div_pow, Complex.norm_natCast, Complex.sq_norm,
      Complex.normSq_apply, Complex.re_sum, Complex.im_sum]
    simp only [wave, Complex.exp_ofReal_mul_I_re, Complex.exp_ofReal_mul_I_im]
    ring
  have hlin : snapshotMean p (fun ω : Fin M → ι => ‖snapshotSignal r k ω‖ ^ 2) =
      (snapshotMean p (fun ω : Fin M → ι => (∑ m, Real.cos (2 * k * r (ω m))) ^ 2) +
        snapshotMean p (fun ω : Fin M → ι => (∑ m, Real.sin (2 * k * r (ω m))) ^ 2)) /
          (M : ℝ) ^ 2 := by
    simp only [snapshotMean, hn]
    rw [← Finset.sum_add_distrib, Finset.sum_div]
    refine Finset.sum_congr rfl fun ω _ => ?_
    ring
  -- every single wave has unit modulus
  have hunit : ∀ i, p i * Real.cos (2 * k * r i) ^ 2 + p i * Real.sin (2 * k * r i) ^ 2 = p i :=
    fun i => by rw [← mul_add, Real.cos_sq_add_sin_sq, mul_one]
  have hone : mean p (fun i => Real.cos (2 * k * r i) ^ 2) +
      mean p (fun i => Real.sin (2 * k * r i) ^ 2) = 1 := by
    simp only [mean, ← Finset.sum_add_distrib, hunit, hp]
  rw [hlin, snapshotMean_sum_sq hp (fun i => Real.cos (2 * k * r i)),
    snapshotMean_sum_sq hp (fun i => Real.sin (2 * k * r i)), signal_norm_sq,
    eq_sub_of_add_eq hone]
  field_simp
  ring
```

For a numerical instance, take weights $3/4$ and $1/4$ on two distances whose waves are in antiphase. At $k = 10\ \text{Å}^{-1}$ a separation of $\pi/20 \approx 0.157$ Å achieves this. Then $|c| = 3/4 - 1/4 = 1/2$ and $|c|^2 = 1/4$. With $M=2$, both snapshots show the same distance with probability $9/16 + 1/16 = 5/8$, and then $|c_2|^2 = 1$; otherwise the waves cancel. The expectation is therefore $5/8$, in agreement with $1/4 + (3/4)/2$, and it is two and a half times the true value.

## The direction of the error

For nonnegative weights the triangle inequality gives $|c| \leq \sum_i p_i = 1$. The correction $(1-|c|^2)/M$ is then nonnegative, so the expected squared modulus is never too small. This is where the hypothesis `hp0` enters: with signed weights $|c|$ can exceed one, and the correction changes sign.

```lean
/-- For nonnegative weights that sum to one and `M ≥ 1`, the expected squared modulus of the
snapshot average is never below the true `|c|²`. -/
theorem snapshot_overestimate (hp0 : ∀ i, 0 ≤ p i) (hp : ∑ i, p i = 1) {M : ℕ} (hM : 0 < M)
    (r : ι → ℝ) (k : ℝ) : ‖signal p r k‖ ^ 2 ≤
      snapshotMean p (fun ω : Fin M → ι => ‖snapshotSignal r k ω‖ ^ 2) := by
  -- triangle inequality for waves of unit modulus
  have hc : ‖signal p r k‖ ≤ 1 := by
    rw [signal]
    refine (norm_sum_le _ _).trans (le_of_eq ?_)
    refine Eq.trans (Finset.sum_congr rfl fun i _ => ?_) hp
    rw [norm_mul, wave, Complex.norm_exp_ofReal_mul_I, mul_one, Complex.norm_real,
      Real.norm_of_nonneg (hp0 i)]
  have hbias : 0 ≤ (1 - ‖signal p r k‖ ^ 2) / (M : ℝ) :=
    div_nonneg (by nlinarith [norm_nonneg (signal p r k)]) (Nat.cast_nonneg M)
  rw [expected_sq_modulus hp hM]
  linarith
```

The overestimate is strict exactly when $|c| < 1$, since $M$ is positive and the correction has the sign of $1-|c|^2$. This equivalence again needs only that the weights sum to one. The proof treats the two directions separately, each time by fixing the sign of the correction.

```lean
/-- For weights that sum to one and `M ≥ 1`, the expected squared modulus of the snapshot
average strictly exceeds `|c|²` exactly when `|c| < 1`. -/
theorem strict_overestimate_iff (hp : ∑ i, p i = 1) {M : ℕ} (hM : 0 < M)
    (r : ι → ℝ) (k : ℝ) : ‖signal p r k‖ ^ 2 <
      snapshotMean p (fun ω : Fin M → ι => ‖snapshotSignal r k ω‖ ^ 2) ↔
        ‖signal p r k‖ < 1 := by
  have hMpos : (0 : ℝ) < M := Nat.cast_pos.mpr hM
  rw [expected_sq_modulus hp hM]
  constructor
  · intro h
    by_contra hc
    have hc' := not_lt.mp hc
    have hbias : (1 - ‖signal p r k‖ ^ 2) / (M : ℝ) ≤ 0 :=
      div_nonpos_of_nonpos_of_nonneg (by nlinarith) hMpos.le
    linarith
  · intro h
    have hbias : 0 < (1 - ‖signal p r k‖ ^ 2) / (M : ℝ) :=
      div_pos (by nlinarith [norm_nonneg (signal p r k)]) hMpos
    linarith
```

## The floor where the signal vanishes

If $c(k) = 0$, the formula reduces to $E[|c_M|^2] = 1/M$. The waves cancel in the full average, but a finite run does not in general reproduce that cancellation.

```lean
/-- For weights that sum to one and `M ≥ 1`, a vanishing signal leaves an expected squared
modulus of exactly `1/M`. -/
theorem snapshot_floor (hp : ∑ i, p i = 1) {M : ℕ} (hM : 0 < M) (r : ι → ℝ) (k : ℝ)
    (hc : signal p r k = 0) :
    snapshotMean p (fun ω : Fin M → ι => ‖snapshotSignal r k ω‖ ^ 2) = 1 / M := by
  rw [expected_sq_modulus hp hM, hc]
  simp
```

Such a case is easy to construct. Let $k\neq 0$ and give the distances $R$ and $R + \pi/(2k)$ the weight $1/2$ each. The phases differ by $2k\cdot\pi/(2k) = \pi$, so the second wave is minus the first and $c(k) = 0$. In the code, `hphase` computes the phase difference and `hanti` turns it into the change of sign; the floor theorem then applies. For $M=1$ the value is $1$, as it must be for a single wave of unit modulus.

```lean
/-- Two equally likely distances separated by `π/(2k)`, with `k ≠ 0`, give the floor `1/M`
for every `M ≥ 1`. -/
theorem two_distance_floor {M : ℕ} (hM : 0 < M) (R : ℝ) {k : ℝ} (hk : k ≠ 0) :
    snapshotMean (fun _ : Fin 2 => (1 / 2 : ℝ)) (fun ω : Fin M → Fin 2 =>
      ‖snapshotSignal ![R, R + Real.pi / (2 * k)] k ω‖ ^ 2) = 1 / M := by
  have hphase : 2 * k * (Real.pi / (2 * k)) = Real.pi := by field_simp
  -- the second wave is in antiphase with the first
  have hanti : wave k (R + Real.pi / (2 * k)) = -wave k R := by
    unfold wave
    rw [mul_add, hphase, Complex.ofReal_add, add_mul, Complex.exp_add, Complex.exp_pi_mul_I]
    ring
  apply snapshot_floor (by norm_num) hM
  simp [signal, Fin.sum_univ_two, hanti]

end

end EXAFSSnapshots
```

```lean
#print axioms EXAFSSnapshots.expected_sq_modulus
#print axioms EXAFSSnapshots.snapshot_overestimate
#print axioms EXAFSSnapshots.strict_overestimate_iff
#print axioms EXAFSSnapshots.two_distance_floor
```

```
'EXAFSSnapshots.expected_sq_modulus' depends on axioms: [propext, Classical.choice, Quot.sound]
'EXAFSSnapshots.snapshot_overestimate' depends on axioms: [propext, Classical.choice, Quot.sound]
'EXAFSSnapshots.strict_overestimate_iff' depends on axioms: [propext, Classical.choice, Quot.sound]
'EXAFSSnapshots.two_distance_floor' depends on axioms: [propext, Classical.choice, Quot.sound]
```

## Frames from a trajectory

An EXAFS spectrum can be simulated by averaging over frames of a molecular-dynamics trajectory. A simplified version for a single neighbour takes $M$ frames, reads the distance from the absorber to that neighbour in each, adds the waves $e^{2ikr}$ on a grid of $k$ values and divides by $M$; a realistic calculation also includes scattering amplitudes, phase shifts and other paths, and the spectrum is the imaginary part of the result. For independent frames and unit amplitudes, the formula gives the mean error of the squared modulus at each grid point. With $M = 100$ and a wavenumber at which thermal disorder has removed the signal, the expected squared modulus is $0.01$, which is a root-mean-square amplitude of $0.1$. A residual oscillation of that size can come from sampling alone.

Solving the formula for $|c|^2$ by hand suggests a correction for $M\geq 2$: replace the computed $|c_M|^2$ by $(M|c_M|^2 - 1)/(M-1)$. Its expectation is $|c|^2$, although a single run can give a negative value.

The model has one single-scattering path and finitely many distances. The scattering amplitude, its phase shift and the damping by the mean free path are left out. A factor that depends only on $k$ would multiply both sides of the formula by its squared modulus, whereas an amplitude that varies with distance would change the diagonal terms. Successive frames of a trajectory are usually correlated, so the product weight describes them only when they are spaced widely enough to be treated as independent. The theorems concern the expectation over runs and do not state how widely $|c_M|^2$ scatters from one run to another.
